# The characteristic polynomial of an equitable quotient divides that of the full Hamiltonian when no cell is empty

When I work out the Hückel levels of a molecule with equivalent atoms, I group those atoms into cells, write a small matrix of summed hoppings between cells, and solve that matrix first. I then divide its characteristic polynomial out of the full one and look for the remaining levels in what is left. The division should leave no remainder whenever all sites of a cell have the same total hopping into each cell, on-site terms included. Why is that so, repeated levels included, and can the argument be written as a proof that Lean 4 checks?

## A shear puts the quotient matrix on the diagonal

The argument can be written as such a proof, and it is short. One change of basis makes the Hamiltonian block triangular with the small matrix as a diagonal block, and the divisibility can be read off from there.

Let \(A\) be the Hamiltonian matrix on a finite set of sites \(i, j\), and let \(c\) assign to each site \(i\) its cell \(c(i)\). Define the indicator matrix \(P\) by \(P_{ib}=1\) if \(c(i)=b\) and \(P_{ib}=0\) otherwise. For a matrix \(Q\) on the cells,

\[
(AP)_{ib}=\sum_{j:\,c(j)=b}A_{ij},\qquad (PQ)_{ib}=\sum_a P_{ia}Q_{ab}=Q_{c(i)\,b}.
\]

So \(AP=PQ\) says that the total matrix element from site \(i\) into cell \(b\) depends on \(i\) only through its cell, and that \(Q\) records the value. A partition with this property is called equitable, and \(Q\) is its quotient matrix.

Suppose that no cell is empty. Choose one representative site \(s(b)\) in each cell \(b\). Different cells have different representatives. List the representatives first, in the order of the cells, and then the remaining sites \(k\). In this order

\[
P=\begin{pmatrix}1\\ S\end{pmatrix},\qquad
A=\begin{pmatrix}A_{11}&A_{12}\\ A_{21}&A_{22}\end{pmatrix},
\]

where \(S_{kb}=1\) if \(c(k)=b\) and \(0\) otherwise. The two block rows of \(AP=PQ\) are

\[
A_{11}+A_{12}S=Q,\qquad A_{21}+A_{22}S=SQ.
\]

Now take the shear

\[
T=\begin{pmatrix}1&0\\ S&1\end{pmatrix},\qquad
T^{-1}=\begin{pmatrix}1&0\\ -S&1\end{pmatrix}.
\]

Multiplying on the right and using both block equations gives

\[
AT=\begin{pmatrix}A_{11}+A_{12}S&A_{12}\\ A_{21}+A_{22}S&A_{22}\end{pmatrix}
=\begin{pmatrix}Q&A_{12}\\ SQ&A_{22}\end{pmatrix},
\]

and multiplying on the left by \(T^{-1}\) subtracts \(S\) times the first row from the second:

\[
T^{-1}AT=\begin{pmatrix}Q&A_{12}\\ 0&A_{22}-SA_{12}\end{pmatrix}.
\]

Write \(\chi_M(X)=\det(X-M)\) for the characteristic polynomial of a matrix \(M\). It is unchanged by a similarity transformation and by relabelling the sites, and it factorises for a block triangular matrix. Hence

\[
\chi_A(X)=\chi_Q(X)\,\chi_{A_{22}-SA_{12}}(X).
\]

If every cell holds exactly one site, there are no remaining sites and the second factor is 1.

Over a field, let \(\mu\) be a root of \(\chi_Q\) of multiplicity \(r\). Then \((X-\mu)^r\) divides \(\chi_Q\), hence also \(\chi_A\), so \(\mu\) has multiplicity at least \(r\) in \(\chi_A\).

Eigenvectors carry over as well. If \(Qv=\mu v\) with \(v\neq0\), put \(w=Pv\), so that \(w_i=v_{c(i)}\). Then \(Aw=APv=PQv=\mu w\). Since every cell contains a site, every component of \(v\) appears in \(w\), and \(w\neq0\).

## Allyl, and a level that comes from an empty cell

For the allyl chain with site energy \(\alpha\) and hopping \(\beta\), put the two end atoms in one cell and the middle atom in the other. An end atom sees \(\alpha\) in its own cell and \(\beta\) in the middle cell; the middle atom sees \(2\beta\) in the end cell and \(\alpha\) in its own. Therefore

\[
Q=\begin{pmatrix}\alpha&\beta\\ 2\beta&\alpha\end{pmatrix},\qquad
\chi_Q(X)=(X-\alpha)^2-2\beta^2 .
\]

With one end atom and the middle atom as representatives, \(S=(1\;\;0)\) and \(A_{12}=(0,\beta)^{\mathsf T}\), so \(SA_{12}=0\) and the remaining block is \(\alpha\). The full polynomial is \(\chi_Q(X)(X-\alpha)\), with levels \(\alpha\pm\sqrt2\,\beta\) and \(\alpha\). The quotient eigenvectors \((1,\pm\sqrt2)\) lift to \((1,\pm\sqrt2,1)\), and dividing by the norm 2 gives the normalised orbitals \(\tfrac12(1,\pm\sqrt2,1)\).

The divisibility can fail if a cell is empty. Take one site of zero energy, \(A=(0)\), and two cells, the second of them empty. Then \(P=(1\;\;0)\), and with \(Q=\mathrm{diag}(0,1)\) both \(AP\) and \(PQ\) equal \((0\;\;0)\). Yet \(\chi_Q=X(X-1)\) does not divide \(\chi_A=X\). No site tests the row of \(Q\) that belongs to the empty cell, so that row can introduce a level the molecule does not have. The corresponding eigenvector \((0,1)\) lifts to zero.

## The Lean file

```lean
import Mathlib

open Matrix

namespace EquitablePartition

/-- The indicator matrix of a partition of sites into cells: the entry at site `i` and
cell `b` is 1 if `i` lies in `b`, and 0 otherwise. -/
def cellMatrix (R : Type*) [CommRing R] {n m : Type*} [DecidableEq m] (c : n → m) :
    Matrix n m R :=
  Matrix.of fun i b => if c i = b then 1 else 0

variable {R n m : Type*} [CommRing R] [Fintype n] [Fintype m] [DecidableEq m]

/-- The cell map `c` is equitable for the Hamiltonian `A` with quotient matrix `Q` if
`A P = P Q`, where `P` is the indicator matrix of the cells. -/
def IsEquitable (A : Matrix n n R) (c : n → m) (Q : Matrix m m R) : Prop :=
  A * cellMatrix R c = cellMatrix R c * Q

/-- A partition is equitable with quotient `Q` exactly when the summed matrix elements from
any site `i` into any cell `b` equal the entry of `Q` between the cell of `i` and `b`. -/
theorem isEquitable_iff (A : Matrix n n R) (c : n → m) (Q : Matrix m m R) :
    IsEquitable A c Q ↔ ∀ i b, ∑ j with c j = b, A i j = Q (c i) b := by
  unfold IsEquitable
  rw [← Matrix.ext_iff]
  simp [Matrix.mul_apply, cellMatrix, Finset.sum_filter]

/-- For an equitable partition without empty cells, an eigenvector of the quotient matrix,
spread out as a constant on each cell, is a nonzero eigenvector of the full Hamiltonian
with the same eigenvalue. -/
theorem lift_eigenvector {A : Matrix n n R} {c : n → m} {Q : Matrix m m R}
    (hc : Function.Surjective c) (h : IsEquitable A c Q) {v : m → R} {μ : R}
    (hv0 : v ≠ 0) (hv : Q *ᵥ v = μ • v) :
    v ∘ c ≠ 0 ∧ A *ᵥ (v ∘ c) = μ • (v ∘ c) := by
  have h' : A * cellMatrix R c = cellMatrix R c * Q := h
  have hP : cellMatrix R c *ᵥ v = v ∘ c := by
    ext i
    simp [Matrix.mulVec, dotProduct, cellMatrix]
  constructor
  · intro h0
    apply hv0
    funext b
    obtain ⟨i, rfl⟩ := hc b
    exact congrFun h0 i
  · rw [← hP, Matrix.mulVec_mulVec, h', ← Matrix.mulVec_mulVec, hv, Matrix.mulVec_smul]

/-- If a block Hamiltonian `A` satisfies `A P = P Q`, where `P` is the identity stacked on top of
`S`, then its characteristic polynomial is that of `Q` times that of `A₂₂ - S A₁₂`. -/
theorem charpoly_block_factor {k : Type*} [Fintype k] [DecidableEq k]
    (A₁₁ : Matrix m m R) (A₁₂ : Matrix m k R) (A₂₁ : Matrix k m R) (A₂₂ : Matrix k k R)
    (S : Matrix k m R) (Q : Matrix m m R)
    (h1 : A₁₁ + A₁₂ * S = Q) (h2 : A₂₁ + A₂₂ * S = S * Q) :
    (fromBlocks A₁₁ A₁₂ A₂₁ A₂₂).charpoly = Q.charpoly * (A₂₂ - S * A₁₂).charpoly := by
  -- the shear by `S` and its inverse
  have hT : fromBlocks 1 0 S 1 * fromBlocks 1 0 (-S) 1 = (1 : Matrix (m ⊕ k) (m ⊕ k) R) := by
    simp [fromBlocks_multiply]
  -- in the sheared basis the Hamiltonian is block triangular
  have hB : fromBlocks 1 0 (-S) 1 * (fromBlocks A₁₁ A₁₂ A₂₁ A₂₂ * fromBlocks 1 0 S 1)
      = fromBlocks Q A₁₂ 0 (A₂₂ - S * A₁₂) := by
    rw [fromBlocks_multiply, fromBlocks_multiply]
    simp only [Matrix.one_mul, Matrix.mul_one, Matrix.mul_zero, Matrix.zero_mul, add_zero,
      zero_add, h1, h2, Matrix.neg_mul, neg_add_cancel, sub_eq_neg_add]
  calc (fromBlocks A₁₁ A₁₂ A₂₁ A₂₂).charpoly
      = ((fromBlocks A₁₁ A₁₂ A₂₁ A₂₂ * fromBlocks 1 0 S 1)
          * fromBlocks 1 0 (-S) 1).charpoly := by
        rw [Matrix.mul_assoc, hT, Matrix.mul_one]
    _ = (fromBlocks 1 0 (-S) 1
          * (fromBlocks A₁₁ A₁₂ A₂₁ A₂₂ * fromBlocks 1 0 S 1)).charpoly :=
        Matrix.charpoly_mul_comm _ _
    _ = Q.charpoly * (A₂₂ - S * A₁₂).charpoly := by
        rw [hB, Matrix.charpoly_fromBlocks_zero₂₁]

/-- For an equitable partition without empty cells, the characteristic polynomial of the
quotient matrix divides that of the full Hamiltonian. -/
theorem charpoly_quotient_dvd [DecidableEq n] {A : Matrix n n R} {c : n → m}
    {Q : Matrix m m R} (hc : Function.Surjective c) (h : IsEquitable A c Q) :
    Q.charpoly ∣ A.charpoly := by
  classical
  -- one representative site `s b` in each cell `b`
  obtain ⟨s, hs⟩ : ∃ s : m → n, ∀ b, c (s b) = b := hc.hasRightInverse
  have hinj : Function.Injective s := fun a b hab => by rw [← hs a, hab, hs]
  -- order the sites: representatives first, then the others
  obtain ⟨e, hel, her⟩ : ∃ e : m ⊕ {i // i ∉ Set.range s} ≃ n,
      (∀ a, e (Sum.inl a) = s a) ∧ ∀ k, e (Sum.inr k) = k.1 := by
    refine ⟨Equiv.ofBijective (Sum.elim s Subtype.val) ⟨?_, ?_⟩, fun _ => rfl, fun _ => rfl⟩
    · rintro (a | a) (b | b) hab
      · exact congrArg Sum.inl (hinj hab)
      · exact (b.2 ⟨a, hab⟩).elim
      · exact (a.2 ⟨b, hab.symm⟩).elim
      · exact congrArg Sum.inr (Subtype.ext hab)
    · intro i
      by_cases hi : i ∈ Set.range s
      · obtain ⟨b, rfl⟩ := hi
        exact ⟨Sum.inl b, rfl⟩
      · exact ⟨Sum.inr ⟨i, hi⟩, rfl⟩
  -- the equitable condition, split along this ordering
  have key : ∀ i b, A i (s b) + ∑ k : {i // i ∉ Set.range s},
      (if c k.1 = b then A i k.1 else 0) = Q (c i) b := by
    intro i b
    have hi := (isEquitable_iff A c Q).1 h i b
    rw [Finset.sum_filter, ← Equiv.sum_comp e, Fintype.sum_sum_type] at hi
    simpa only [hel, her, hs, Finset.sum_ite_eq', Finset.mem_univ, if_true] using hi
  have hfac := charpoly_block_factor
    (Matrix.reindex e.symm e.symm A).toBlocks₁₁ (Matrix.reindex e.symm e.symm A).toBlocks₁₂
    (Matrix.reindex e.symm e.symm A).toBlocks₂₁ (Matrix.reindex e.symm e.symm A).toBlocks₂₂
    (cellMatrix R fun k : {i // i ∉ Set.range s} => c k.1) Q
    (by
      ext a b
      have hab := key (s a) b
      rw [hs] at hab
      simpa [Matrix.toBlocks₁₁, Matrix.toBlocks₁₂, Matrix.mul_apply, cellMatrix, hel, her]
        using hab)
    (by
      ext k b
      have hkb := key k.1 b
      simpa [Matrix.toBlocks₂₁, Matrix.toBlocks₂₂, Matrix.mul_apply, cellMatrix, hel, her]
        using hkb)
  rw [Matrix.fromBlocks_toBlocks, Matrix.charpoly_reindex] at hfac
  exact Dvd.intro _ hfac.symm

/-- Over a field, for an equitable partition without empty cells, the algebraic multiplicity
of any level `μ` in the quotient matrix is at most its multiplicity in the Hamiltonian. -/
theorem multiplicity_le {K : Type*} [Field K] [DecidableEq n] {A : Matrix n n K} {c : n → m}
    {Q : Matrix m m K} (hc : Function.Surjective c) (h : IsEquitable A c Q) (μ : K) :
    Q.charpoly.rootMultiplicity μ ≤ A.charpoly.rootMultiplicity μ := by
  rw [Polynomial.le_rootMultiplicity_iff (Matrix.charpoly_monic A).ne_zero]
  exact (Polynomial.pow_rootMultiplicity_dvd _ _).trans (charpoly_quotient_dvd hc h)

/-- The Hückel matrix of the allyl chain, with site energy `α` and hopping `β`. -/
def allyl (α β : ℝ) : Matrix (Fin 3) (Fin 3) ℝ := !![α, β, 0; β, α, β; 0, β, α]

/-- The quotient matrix of the allyl chain on the cells "end atoms" and "middle atom". -/
def allylQuotient (α β : ℝ) : Matrix (Fin 2) (Fin 2) ℝ := !![α, β; 2 * β, α]

/-- Grouping the two end atoms of allyl into one cell and the middle atom into another gives
an equitable partition without empty cells. -/
theorem allyl_witness (α β : ℝ) :
    Function.Surjective (![0, 1, 0] : Fin 3 → Fin 2) ∧
      IsEquitable (allyl α β) (![0, 1, 0] : Fin 3 → Fin 2) (allylQuotient α β) := by
  constructor
  · intro b
    fin_cases b
    exacts [⟨0, rfl⟩, ⟨1, rfl⟩]
  · unfold IsEquitable
    ext i j
    fin_cases i <;> fin_cases j <;>
      simp [allyl, allylQuotient, cellMatrix, Matrix.mul_apply, Fin.sum_univ_succ]
    ring

/-- The characteristic polynomial of allyl is that of its two-cell quotient times `X - α`. -/
theorem allyl_charpoly (α β : ℝ) :
    (allyl α β).charpoly =
      (allylQuotient α β).charpoly * (Polynomial.X - Polynomial.C α) := by
  simp [Matrix.charpoly, Matrix.det_fin_three, Matrix.det_fin_two, allyl, allylQuotient]
  -- the constant polynomial 2 is the number 2
  have h2 : (Polynomial.C 2 : Polynomial ℝ) = 2 := map_ofNat Polynomial.C 2
  linear_combination (Polynomial.X - Polynomial.C α) * Polynomial.C β ^ 2 * h2

/-- Empty cells must be excluded: for a single site of zero energy and a second, empty cell,
`A P = P Q` holds with `Q = diag(0, 1)`, but the divisibility fails. -/
theorem empty_cell_counterexample :
    IsEquitable (0 : Matrix (Fin 1) (Fin 1) ℝ) (fun _ => (0 : Fin 2)) !![0, 0; 0, 1] ∧
      ¬ (!![0, 0; 0, 1] : Matrix (Fin 2) (Fin 2) ℝ).charpoly ∣
        (0 : Matrix (Fin 1) (Fin 1) ℝ).charpoly := by
  constructor
  · unfold IsEquitable
    ext i j
    fin_cases i
    fin_cases j <;> simp [cellMatrix, Matrix.mul_apply]
  · intro hd
    -- a quadratic cannot divide a nonzero linear polynomial
    have hdeg := Polynomial.natDegree_le_of_dvd hd (Matrix.charpoly_monic _).ne_zero
    rw [Matrix.charpoly_natDegree_eq_dim, Matrix.charpoly_natDegree_eq_dim,
      Fintype.card_fin, Fintype.card_fin] at hdeg
    omega

end EquitablePartition
```

```lean
#print axioms EquitablePartition.charpoly_quotient_dvd
#print axioms EquitablePartition.multiplicity_le
#print axioms EquitablePartition.allyl_charpoly
#print axioms EquitablePartition.empty_cell_counterexample
```

```
'EquitablePartition.charpoly_quotient_dvd' depends on axioms: [propext, Classical.choice, Quot.sound]
'EquitablePartition.multiplicity_le' depends on axioms: [propext, Classical.choice, Quot.sound]
'EquitablePartition.allyl_charpoly' depends on axioms: [propext, Classical.choice, Quot.sound]
'EquitablePartition.empty_cell_counterexample' depends on axioms: [propext, Classical.choice, Quot.sound]
```

## What the Lean statements say about the model

The main theorem is `charpoly_quotient_dvd`: if `c` is surjective and `IsEquitable A c Q` holds, then `Q.charpoly ∣ A.charpoly`.

- The finite types `n` and `m` label sites and cells, and `c : n → m` is the cell map. `Function.Surjective c` says that no cell is empty.
- `A : Matrix n n R` is the Hamiltonian. Its entries lie in any commutative ring `R`, so real and complex hoppings are both covered, and `A` need not be Hermitian.
- `cellMatrix R c` is \(P\), and `IsEquitable A c Q` is the equation \(AP=PQ\). It is a condition on a given `Q`, which `isEquitable_iff` turns into the site-by-site sum rule.
- `charpoly` is \(\det(X-M)\), and `∣` means that the quotient is again a polynomial with coefficients in `R`.

The convention for \(Q\) follows the rows of \(A\): its first index is the cell of the site from which one looks, its second the cell over which one sums. For allyl with \(\beta\neq0\), \(Q\) is not symmetric although \(A\) is, because the cells differ in size: an end atom has one neighbour in the middle cell, while the middle atom has two in the end cell.

`multiplicity_le` concerns algebraic multiplicities, that is, multiplicities of roots, over a field. `lift_eigenvector` supplies the site eigenvector `v ∘ c`, which is constant on each cell.

In a finite, non-interacting tight-binding or Hückel model with an orthonormal basis, the result justifies solving the cell matrix first and dividing its polynomial out. A basis with overlap leads to a generalised eigenvalue problem, which these statements do not treat. Equitability is a hypothesis: the file verifies it for allyl, but does not derive it from a molecular symmetry or search for suitable cells.

## From the block identity to arbitrary site labels

`isEquitable_iff` compares the two matrix products entry by entry, as in the first display above. In `lift_eigenvector`, the step `hP` identifies \(Pv\) with `v ∘ c`. The eigenvalue equation is then the chain \(APv=PQv=\mu Pv\), and surjectivity shows that the lifted vector is nonzero.

`charpoly_block_factor` is the shear calculation. Its hypotheses `h1` and `h2` are the two block rows of \(AP=PQ\). The step `hT` checks that \(T\) times its inverse is the identity, and `hB` computes \(T^{-1}AT\). The `calc` chain writes \(A\) as \((AT)T^{-1}\) and exchanges the two factors with `Matrix.charpoly_mul_comm`, which says that \(MN\) and \(NM\) have the same characteristic polynomial for square \(M\) and \(N\). The block triangular determinant then gives the product.

`charpoly_quotient_dvd` brings a general labelling into this form:

1. Surjectivity provides the representatives `s`, and `hinj` shows that they are distinct.
2. The bijection `e` lists the representatives first and the other sites after them. Its construction checks that each site occurs exactly once.
3. The statement `key` splits the sum over a cell into its representative and its other members. Applied to a representative it gives `h1`, and applied to a remaining site it gives `h2`.
4. `Matrix.charpoly_reindex` removes the relabelling, and the explicit factorisation yields the divisibility.

`multiplicity_le` passes from the power of \(X-\mu\) dividing \(\chi_Q\) to the same power dividing \(\chi_A\). It uses that \(\chi_A\) is monic and therefore nonzero.

For allyl, `allyl_witness` checks both hypotheses for all real \(\alpha\) and \(\beta\), and `allyl_charpoly` confirms the factor \(X-\alpha\) by expanding the determinants. Finally, `empty_cell_counterexample` verifies \(AP=PQ\) for the one-site example and rules out divisibility by degree: a quadratic polynomial cannot divide a nonzero linear one.
